# How integration by parts turns the exchange-weighted reduced Laplacian into one third of the reduced squared gradient

## The exponential density

Take the radial density n(r) = e^(−r), in atomic units, with primes for derivatives in r. Its local Fermi wave vector is k = (3π²n)^(1/3) = C n^(1/3), where C = (3π²)^(1/3). Two dimensionless measures of its inhomogeneity are the reduced squared gradient p and the reduced Laplacian q:

p = n'²/(4k²n²), q = (n'' + 2n'/r)/(4k²n).

Weight both with w = r² n^(4/3), which is, up to a constant factor, the local exchange energy density of the uniform gas times the radial volume element. Since n' = −n and n'' = n,

4C² wp = r² e^(−2r/3), 4C² wq = (r² − 2r) e^(−2r/3).

Over the half-line, r² e^(−2r/3) integrates to 27/4 and r e^(−2r/3) to 9/4. The two integrals are therefore 27/4 and 27/4 − 9/2 = 9/4, and their ratio is 1/3. The reason is that

4C² (wq − wp/3) = (2r²/3 − 2r) e^(−2r/3) = d/dr [−r² e^(−2r/3)],

and the bracket vanishes at both ends.

## The identity for a general radial density

Let n be positive for r ≥ 0 and twice differentiable for r > 0, with n and n' continuous up to r = 0. Suppose that wp and wq are integrable and that the flux F = r² n^(−1/3) n' tends to 0 at infinity. Then

∫ wq dr = (1/3) ∫ wp dr.

To see this, differentiate the flux:

F' = 2r n^(−1/3) n' − (1/3) r² n^(−4/3) n'² + r² n^(−1/3) n''
 = r² n^(−1/3) (n'' + 2n'/r) − (1/3) r² n^(−4/3) n'².

Inserting k² = C² n^(2/3) into the definitions gives

4C² wq = r² n^(−1/3) (n'' + 2n'/r), 4C² wp = r² n^(−4/3) n'²,

so F' = 4C² (wq − wp/3). The integral of F' is the limit of F at infinity minus F(0). Both are zero, the second because of the factor r², and dividing by 4C² gives the identity.

## The gradient coefficient hidden in α

Meta-GGA exchange functionals multiply the uniform-gas exchange energy density by an enhancement factor, which often depends on p and on α = (τ − τ_W)/τ_unif. Here τ = ½ Σ|∇φ_i|² is the positive kinetic energy density, summed over the occupied Kohn–Sham spin orbitals φ_i, τ_W = n'²/(8n) is its von Weizsäcker form and τ_unif = (3/10)k²n its uniform-gas value. For a slowly varying density, replace τ by its second-order gradient expansion,

τ = τ_unif + n'²/(72n) + (n'' + 2n'/r)/6.

Because 1/72 − 1/8 = −1/9, while n'²/n = 4k²n p and n'' + 2n'/r = 4k²n q,

α − 1 = [−(4/9) k²n p + (2/3) k²n q] / [(3/10) k²n] = 20q/9 − 40p/27.

Now let a be the coefficient of an explicit gradient term and b the slope of the enhancement in α at α = 1. Then

∫ w(ap + b(α − 1)) dr = (a − 40b/27) ∫ wp dr + (20b/9) ∫ wq dr = (a − 20b/27) ∫ wp dr.

If n' is nonzero somewhere, ∫ wp dr is positive and can be cancelled. The integrated term then equals μ ∫ wp dr, for a prescribed gradient coefficient μ, exactly when a = μ + 20b/27. In the construction of a semilocal exchange functional, this says how much an α-dependence shifts the integrated gradient coefficient, for an enhancement linear in p and α, a radial density and τ taken to second order.

## A density whose flux does not vanish

For a density with infinitely many electrons, the condition on F at infinity cannot be dropped. Take

n = (1 + 1/(1 + r))^(3/2),

which tends to the constant 1 far out and so describes an extended system, not an atom. Since n^(−1/3) n' = (3/2) (n^(2/3))', the flux is F = −(3/2) r²/(1 + r)², with limit −3/2. Moreover, 4C² wp is at most (9/4) r²/(1 + r)⁴ and F' = −3r/(1 + r)³, so wp and wq are both integrable. Integrating F' now leaves a boundary term:

∫ wq dr = (1/3) ∫ wp dr − 3/(8C²).

## Densities and their ingredients in Lean

The two example densities are worked by hand and do not occur in the Lean file, which treats a general density from the start.

```lean
import Mathlib

open Real Set Filter Topology MeasureTheory

namespace SemilocalGradient

noncomputable section
```

A `RadialDensity` carries the density and two further functions, `n'` and `n''`, tied to it by `deriv_n` and `deriv_n'` for r > 0. The last two fields require one-sided continuity at the origin. The slope there may be nonzero, so a nuclear cusp is allowed, and `n''` need not be continuous.

```lean
/-- A positive radial density `n` on `r ≥ 0` with first and second radial derivatives `n'`, `n''`
for `r > 0`; `n` and `n'` are continuous up to the nucleus at `r = 0`. -/
structure RadialDensity where
  n : ℝ → ℝ
  n' : ℝ → ℝ
  n'' : ℝ → ℝ
  pos : ∀ r, 0 ≤ r → 0 < n r
  deriv_n : ∀ r, 0 < r → HasDerivAt n (n' r) r
  deriv_n' : ∀ r, 0 < r → HasDerivAt n' (n'' r) r
  cont_n : ContinuousWithinAt n (Ici 0) 0
  cont_n' : ContinuousWithinAt n' (Ici 0) 0
```

The Fermi wave vector is that of a spin-unpolarised gas.

```lean
variable (ρ : RadialDensity)

/-- The local Fermi wave vector `k = (3π²n)^(1/3)`. -/
def RadialDensity.k (r : ℝ) : ℝ := (3 * π ^ 2 * ρ.n r) ^ (1 / 3 : ℝ)
```

The weight includes r² from the volume element but neither the angular factor 4π nor the exchange prefactor. Both would multiply the two sides of each integral identity equally.

```lean
/-- The radial exchange weight `w = r² n^(4/3)`. -/
def RadialDensity.w (r : ℝ) : ℝ := r ^ 2 * ρ.n r ^ (4 / 3 : ℝ)
```

The Laplacian is written in its radial form, which confines the results to spherically symmetric densities.

```lean
/-- The Laplacian of the density, `n'' + 2n'/r`, for `r > 0`. -/
def RadialDensity.lap (r : ℝ) : ℝ := ρ.n'' r + 2 * ρ.n' r / r
```

The reduced variables follow the definitions used by hand.

```lean
/-- The reduced squared gradient `p = n'²/(4k²n²)`, for `r ≥ 0`. -/
def RadialDensity.p (r : ℝ) : ℝ := ρ.n' r ^ 2 / (4 * ρ.k r ^ 2 * ρ.n r ^ 2)

/-- The reduced Laplacian `q = (n'' + 2n'/r)/(4k²n)`, for `r > 0`. -/
def RadialDensity.q (r : ℝ) : ℝ := ρ.lap r / (4 * ρ.k r ^ 2 * ρ.n r)
```

Next come the kinetic energy densities, in atomic units.

```lean
/-- The kinetic energy density of the uniform gas, `(3/10)k²n`. -/
def RadialDensity.tauUnif (r : ℝ) : ℝ := 3 / 10 * ρ.k r ^ 2 * ρ.n r

/-- The von Weizsäcker kinetic energy density `n'²/(8n)`, for `r ≥ 0`. -/
def RadialDensity.tauW (r : ℝ) : ℝ := ρ.n' r ^ 2 / (8 * ρ.n r)
```

The coefficients 1/72 and 1/6 are those of non-interacting electrons in a slowly varying potential, with τ in the positive form ½ Σ|∇φ_i|². They enter as a definition; the gradient expansion itself is not derived.

```lean
/-- The second-order gradient expansion of the kinetic energy density, for `r > 0`. -/
def RadialDensity.tauGE2 (r : ℝ) : ℝ :=
  ρ.tauUnif r + ρ.n' r ^ 2 / (72 * ρ.n r) + ρ.lap r / 6
```

Accordingly, `alpha` is the second-order approximation to the indicator that a calculation would build from Kohn–Sham orbitals. It is meant for slowly varying densities and fails near a nucleus and in the tail of an atom.

```lean
/-- The iso-orbital indicator `α = (τ - τ_W)/τ_unif` with `τ` taken from the second-order
gradient expansion, for `r > 0`. -/
def RadialDensity.alpha (r : ℝ) : ℝ := (ρ.tauGE2 r - ρ.tauW r) / ρ.tauUnif r
```

The flux F and the constant C complete the definitions.

```lean
/-- The radial flux `r² n^(-1/3) n'`, for `r ≥ 0`. -/
def RadialDensity.flux (r : ℝ) : ℝ := r ^ 2 * ρ.n r ^ (-1 / 3 : ℝ) * ρ.n' r

/-- The constant `(3π²)^(1/3)` in the Fermi wave vector. -/
def fermiC : ℝ := (3 * π ^ 2) ^ (1 / 3 : ℝ)
```

## The derivative of the flux

Fractional powers are awkward for algebraic tactics, so the first lemma writes n = x³ with x > 0 and turns each power that occurs into an integer power of x. The exponent −1/3 − 1 is the form in which the power rule delivers −4/3.

```lean
/-- The fractional powers of a density `n = x³` written through its cube root `x`. -/
theorem powers_of_cube {n x : ℝ} (hx : 0 < x) (hn : n = x ^ 3) :
    n ^ (4 / 3 : ℝ) = x ^ 4 ∧ n ^ (-1 / 3 : ℝ) = x⁻¹ ∧
    n ^ (-1 / 3 - 1 : ℝ) = (x ^ 4)⁻¹ ∧ (3 * π ^ 2 * n) ^ (1 / 3 : ℝ) = fermiC * x := by
  have key : ∀ a : ℝ, n ^ a = x ^ (3 * a) := by
    intro a
    rw [hn, ← Real.rpow_natCast, ← Real.rpow_mul hx.le]
    norm_num
  have h0 : (0 : ℝ) ≤ 3 * π ^ 2 := by positivity
  have h1 : 0 ≤ n := by rw [hn]; positivity
  refine ⟨?_, ?_, ?_, ?_⟩
  · rw [key, ← Real.rpow_natCast]
    congr 1
    norm_num
  · rw [key, ← Real.rpow_neg_one]
    congr 1
    norm_num
  · rw [key, ← Real.rpow_natCast, ← Real.rpow_neg hx.le]
    congr 1
    norm_num
  · rw [Real.mul_rpow h0 h1, key, show (3 : ℝ) * (1 / 3) = 1 by norm_num, Real.rpow_one, fermiC]
```

The next theorem is F' = 4C² (wq − wp/3) at every r > 0. The term `h` applies the product and power rules, and `congr_deriv` leaves the task of showing that the resulting expression equals the stated one. After the substitution of x, both sides are rational functions, which `field_simp` and `ring` compare.

```lean
/-- At every `r > 0` the flux `r² n^(-1/3) n'` has radial derivative `4(3π²)^(2/3) (wq - wp/3)`. -/
theorem flux_hasDerivAt {r : ℝ} (hr : 0 < r) :
    HasDerivAt ρ.flux (4 * fermiC ^ 2 * (ρ.w r * ρ.q r - 1 / 3 * (ρ.w r * ρ.p r))) r := by
  have hpos := ρ.pos r hr.le
  have h := (((hasDerivAt_id' r).fun_pow 2).fun_mul
    ((ρ.deriv_n r hr).rpow_const (p := -1 / 3) (Or.inl hpos.ne'))).fun_mul (ρ.deriv_n' r hr)
  refine h.congr_deriv ?_
  -- everything is rational in the cube root of the density
  obtain ⟨x, hx, hn⟩ : ∃ x : ℝ, 0 < x ∧ ρ.n r = x ^ 3 := by
    refine ⟨ρ.n r ^ (1 / 3 : ℝ), Real.rpow_pos_of_pos hpos _, ?_⟩
    rw [← Real.rpow_natCast, ← Real.rpow_mul hpos.le]
    norm_num
  obtain ⟨h1, h2, h3, h4⟩ := powers_of_cube hx hn
  have hc : fermiC ≠ 0 := by unfold fermiC; positivity
  simp only [RadialDensity.w, RadialDensity.q, RadialDensity.p, RadialDensity.lap,
    RadialDensity.k]
  rw [h3, h2, h1, h4, hn]
  field_simp
  ring
```

## Integration over the half-line

The hypotheses `hp` and `hq` state that wp and wq are integrable on r > 0, and `hflux` that F tends to 0 at infinity. The proof first establishes continuity of F at the origin and integrability of F'. The fundamental theorem of calculus on the half-line, `integral_Ioi_of_hasDerivAt_of_tendsto`, then equates the integral of F' with the difference of the boundary values. With `h0` for F(0) = 0, linearity of the integral and division by 4C² give the result.

```lean
/-- If `wp` and `wq` are integrable and the flux tends to 0 at infinity, the weighted integral of
the reduced Laplacian is one third of that of the reduced squared gradient. -/
theorem integral_q_eq (hp : IntegrableOn (fun r => ρ.w r * ρ.p r) (Ioi 0))
    (hq : IntegrableOn (fun r => ρ.w r * ρ.q r) (Ioi 0))
    (hflux : Tendsto ρ.flux atTop (𝓝 0)) :
    ∫ r in Ioi (0 : ℝ), ρ.w r * ρ.q r = 1 / 3 * ∫ r in Ioi (0 : ℝ), ρ.w r * ρ.p r := by
  have hcont : ContinuousWithinAt ρ.flux (Ici 0) 0 :=
    ((continuousWithinAt_id.pow 2).mul
      (ρ.cont_n.rpow_const (Or.inl (ρ.pos 0 le_rfl).ne'))).mul ρ.cont_n'
  have hp3 := Integrable.const_mul hp (1 / 3)
  have hint : IntegrableOn (fun r => 4 * fermiC ^ 2 *
      (ρ.w r * ρ.q r - 1 / 3 * (ρ.w r * ρ.p r))) (Ioi 0) :=
    Integrable.const_mul (Integrable.sub hq hp3) _
  -- the flux vanishes at the nucleus and at infinity
  have h := integral_Ioi_of_hasDerivAt_of_tendsto hcont
    (fun r hr => flux_hasDerivAt ρ hr) hint hflux
  have h0 : ρ.flux 0 = 0 := by simp [RadialDensity.flux]
  rw [integral_const_mul, integral_sub hq hp3, integral_const_mul, h0, sub_zero] at h
  have hc : 4 * fermiC ^ 2 ≠ 0 := by unfold fermiC; positivity
  have := (mul_eq_zero.mp h).resolve_left hc
  linarith
```

## From α to the integrated enhancement

The expansion of α holds pointwise for r > 0. Positivity of n and k lets `field_simp` clear the denominators, and `ring` checks the coefficients 20/9 and −40/27.

```lean
/-- To second order in gradients, `α = 1 + 20q/9 - 40p/27`. -/
theorem alpha_eq {r : ℝ} (hr : 0 < r) :
    ρ.alpha r = 1 + (20 / 9 * ρ.q r - 40 / 27 * ρ.p r) := by
  have hn := ρ.pos r hr.le
  have hk : 0 < ρ.k r := Real.rpow_pos_of_pos (by positivity) _
  simp only [RadialDensity.alpha, RadialDensity.tauGE2, RadialDensity.tauW,
    RadialDensity.tauUnif, RadialDensity.q, RadialDensity.p]
  field_simp
  ring
```

The integrated statement holds for all real a and b. In the proof, `hcongr` rewrites the integrand as a combination of wp and wq using `alpha_eq`. The integral is then split, and `integral_q_eq` replaces the Laplacian part. The equality concerns the integrals only: the integrands on the two sides generally differ from point to point.

```lean
/-- If `wp` and `wq` are integrable and the flux tends to 0 at infinity, then under the exchange
weight the enhancement `a p + b (α - 1)` integrates to the same value as the pure gradient term `(a
- 20b/27) p`. -/
theorem integral_enhancement (a b : ℝ)
    (hp : IntegrableOn (fun r => ρ.w r * ρ.p r) (Ioi 0))
    (hq : IntegrableOn (fun r => ρ.w r * ρ.q r) (Ioi 0))
    (hflux : Tendsto ρ.flux atTop (𝓝 0)) :
    ∫ r in Ioi (0 : ℝ), ρ.w r * (a * ρ.p r + b * (ρ.alpha r - 1)) =
      (a - 20 * b / 27) * ∫ r in Ioi (0 : ℝ), ρ.w r * ρ.p r := by
  have hcongr : ∫ r in Ioi (0 : ℝ), ρ.w r * (a * ρ.p r + b * (ρ.alpha r - 1)) =
      ∫ r in Ioi (0 : ℝ), ((a - 40 * b / 27) * (ρ.w r * ρ.p r) +
        20 * b / 9 * (ρ.w r * ρ.q r)) := by
    refine setIntegral_congr_fun measurableSet_Ioi fun r hr => ?_
    simp only [alpha_eq ρ hr]
    ring
  rw [hcongr, integral_add (Integrable.const_mul hp _) (Integrable.const_mul hq _),
    integral_const_mul, integral_const_mul, integral_q_eq ρ hp hq hflux]
  ring
```

## Fixing the coefficient

To cancel ∫ wp dr, one must know that it is nonzero. The hypothesis `hslope` supplies a radius s > 0 with n'(s) ≠ 0. The integrand is nonnegative (`hnn`) and continuous for r > 0 (`hcont`). If its integral were zero, it would vanish almost everywhere, hence everywhere by continuity, yet it is strictly positive at s.

```lean
/-- If `wp` is integrable and the density has a nonzero slope at some `s > 0`, the weighted integral
of `p` is strictly positive. -/
theorem integral_p_pos (hp : IntegrableOn (fun r => ρ.w r * ρ.p r) (Ioi 0))
    {s : ℝ} (hs : 0 < s) (hslope : ρ.n' s ≠ 0) :
    0 < ∫ r in Ioi (0 : ℝ), ρ.w r * ρ.p r := by
  have hk : ∀ r, 0 < r → 0 < ρ.k r := fun r hr =>
    Real.rpow_pos_of_pos (mul_pos (by positivity) (ρ.pos r hr.le)) _
  have hnn : ∀ r ∈ Ioi (0 : ℝ), 0 ≤ ρ.w r * ρ.p r := by
    intro r hr
    have hn := ρ.pos r (le_of_lt hr)
    unfold RadialDensity.w RadialDensity.p
    positivity
  have hcont : ContinuousOn (fun r => ρ.w r * ρ.p r) (Ioi 0) := by
    intro r hr
    have hn := ρ.pos r (le_of_lt hr)
    have hkr := hk r hr
    have cn := (ρ.deriv_n r hr).continuousAt
    have h3 : 3 * π ^ 2 * ρ.n r ≠ 0 := by positivity
    have c3 : ContinuousAt (fun t => 3 * π ^ 2 * ρ.n t) r := continuousAt_const.mul cn
    have ck : ContinuousAt ρ.k r := c3.rpow_const (Or.inl h3)
    have cw : ContinuousAt ρ.w r :=
      (continuousAt_id.pow 2).mul (cn.rpow_const (Or.inl hn.ne'))
    have cp : ContinuousAt ρ.p r := ((ρ.deriv_n' r hr).continuousAt.pow 2).div
      ((continuousAt_const.mul (ck.pow 2)).mul (cn.pow 2)) (by positivity)
    exact (cw.mul cp).continuousWithinAt
  refine lt_of_le_of_ne (setIntegral_nonneg measurableSet_Ioi hnn) fun h0 => ?_
  -- a continuous nonnegative integrand with zero integral vanishes everywhere
  have hae := (integral_eq_zero_iff_of_nonneg_ae
    (ae_restrict_of_forall_mem measurableSet_Ioi hnn) hp).mp h0.symm
  have hz : ρ.w s * ρ.p s = 0 :=
    Measure.eqOn_open_of_ae_eq hae isOpen_Ioi hcont continuous_zero.continuousOn hs
  have hn := ρ.pos s hs.le
  have hks := hk s hs
  have : 0 < ρ.w s * ρ.p s := by
    unfold RadialDensity.w RadialDensity.p
    positivity
  exact this.ne' hz
```

The final equivalence combines the last two theorems: `integral_enhancement` rewrites the left side, and `mul_left_inj'` cancels the positive integral, leaving a − 20b/27 = μ. For a uniform density both sides of the integral equation are zero whatever a is, which is why a nonzero slope is required. The value of μ is left free, so any target for the gradient coefficient of exchange can be inserted.

```lean
/-- For a non-uniform density with `wp` and `wq` integrable and a flux that tends to 0 at infinity,
the enhancement `a p + b (α - 1)` reproduces the integrated gradient term `μ p` exactly when `a = μ
+ 20b/27`. -/
theorem gradient_coefficient_iff (a b μ : ℝ)
    (hp : IntegrableOn (fun r => ρ.w r * ρ.p r) (Ioi 0))
    (hq : IntegrableOn (fun r => ρ.w r * ρ.q r) (Ioi 0))
    (hflux : Tendsto ρ.flux atTop (𝓝 0)) {s : ℝ} (hs : 0 < s) (hslope : ρ.n' s ≠ 0) :
    ∫ r in Ioi (0 : ℝ), ρ.w r * (a * ρ.p r + b * (ρ.alpha r - 1)) =
      μ * ∫ r in Ioi (0 : ℝ), ρ.w r * ρ.p r ↔ a = μ + 20 * b / 27 := by
  rw [integral_enhancement ρ a b hp hq hflux,
    mul_left_inj' (integral_p_pos ρ hp hs hslope).ne', sub_eq_iff_eq_add]

end

end SemilocalGradient
```

```lean
#print axioms SemilocalGradient.integral_q_eq
-- 'SemilocalGradient.integral_q_eq' depends on axioms: [propext, Classical.choice, Quot.sound]
#print axioms SemilocalGradient.gradient_coefficient_iff
-- 'SemilocalGradient.gradient_coefficient_iff' depends on axioms: [propext, Classical.choice, Quot.sound]
```
